# Extended norm conservation: for positive radial solutions with a fixed starting condition, the outer logarithmic derivative is decreasing and concave in energy

When I generate a norm-conserving pseudopotential, I match the pseudo-orbital to the all-electron one in value and slope at a radius $R$, and I match the norm inside. I then expect the logarithmic derivative $x=u_r/u$ at $R$ to be right to first order in energy. For the next order I have seen

$$x_E(R)=-\frac{2}{u(R)^2}\int_a^R u^2\,dr,\qquad x_{EE}(R)=-\frac{2}{u(R)^2}\int_a^R u^2x_E^2\,dr,$$

for positive solutions of $u_{rr}=2(V-E)u$ with $x(a,E)$ independent of $E$. Then $x(R,E)$ should be decreasing and concave in $E$. Can this be derived without assuming that $u$ is smooth in $E$, and proved in Lean?

## Two energies, two radial identities

Yes: compare two energies $E$ and $e$, and take the limit $e\to E$ last. Write $v=u_r$ and

$$I(E,e,r)=\int_a^r u(s,E)\,u(s,e)\,ds .$$

The Wronskian $W(r)=u(r,E)v(r,e)-v(r,E)u(r,e)$ satisfies

$$W'=2(V-e)\,u(r,E)u(r,e)-2(V-E)\,u(r,E)u(r,e)=-2(e-E)\,u(r,E)u(r,e).$$

At $a$ both solutions obey $v=x_0u$, where $x_0$ is the common value of $x(a,E)$ at all energies, so $W(a)=0$ and $W(r)=-2(e-E)I(E,e,r)$. Dividing by $u(r,E)u(r,e)$ gives

$$x(r,e)-x(r,E)=(e-E)\,\frac{-2I(E,e,r)}{u(r,E)u(r,e)} .$$

Since $u$ is jointly continuous, the last factor is continuous in $e$. Dividing by $e-E$ and letting $e\to E$ gives $x_E(r,E)=-2I(E,E,r)/u(r,E)^2$.

For the second derivative, set $\rho(r)=u(r,e)/u(r,E)$ and

$$D(r)=u(r,e)^2\,[x_E(r,e)-x_E(r,E)]=-2I(e,e,r)+2I(E,E,r)\rho^2 .$$

Here $\rho'=W/u(r,E)^2=-2(e-E)I(E,e,r)/u(r,E)^2$. In $D'$ the terms $-2u(r,e)^2$ and $2u(r,E)^2\rho^2$ cancel, leaving

$$D'=4I(E,E,r)\rho\rho'=(e-E)K(e,r),\qquad K(e,r)=-\frac{8\,I(E,E,r)\,I(E,e,r)\,u(r,e)}{u(r,E)^3}.$$

As $D(a)=0$, integration gives

$$x_E(r,e)-x_E(r,E)=\frac{e-E}{u(r,e)^2}\int_a^rK(e,s)\,ds .$$

For $e\to E$ the integrand becomes $-8I(E,E,s)^2/u(s,E)^2=-2u^2x_E^2$, which after integration and division by $u(r,E)^2$ gives the stated $x_{EE}$. Because $u>0$, both integrals are positive for $r>a$, so both derivatives are strictly negative.

## What `RadialFamily` assumes

`RadialFamily` holds the hypotheses: $u$ is jointly continuous and positive on $[a,R]\times[E_1,E_2]$, the two radial equations hold (one-sided at the ends), and $v/u=x_0$ at $a$ for every energy. The factor 2 is that of atomic units with unit mass. `V` is any real function for which such solutions exist; for $a>0$ it may contain the centrifugal term.

`logDer` is $x$, and `energySlope` is the norm expression for $x_E$. `extended_norm_conservation` states both derivatives for $E$ strictly inside the window, and `strictAnti_strictConcave` gives the monotonicity and concavity there.

Positivity at $a$ excludes the usual regular solution started at $u(0)=0$, and nodes are excluded too. Starting that regular solution at some $a>0$ doesn't bring it in, because its logarithmic derivative there already depends on energy. The fixed $x_0$ stands for an energy-independent boundary condition at the inner radius.

`curvature_match_iff` compares two such families, as a model of second-order matching. It doesn't cover the orbitals of an actual pseudopotential construction, which start at $u(0)=0$. If two families have equal amplitude at $R$ at energy $E$, their second derivatives $x_{EE}(R)$ agree exactly when their integrals $\int u^2x_E^2$ do. The potentials, inner radii and starting values may differ.

## From factored differences to derivatives

- `integral_radial` integrates a radial derivative, and `wronskian` applies it to $W$.
- `hasDerivAt_of_factor` is the limit step: if $f(e)-f(E)=(e-E)q(e)$ near $E$ with $q$ continuous at $E$, then $f'(E)=q(E)$.
- `exists_extension` continues $u$ beyond its rectangle by its edge values, so that Mathlib's continuity theorems for parametric integrals apply.
- `hasDerivAt_logDer` carries out the first limit.
- `hasDerivAt_energySlope` carries out the second: `hρ` is $\rho'$, `hF` is $D'$, and `hint` is the integrated identity. `field_simp` and `ring` do the algebra.
- `extended_norm_conservation` combines them, using that the first formula holds at all energies near $E$.
- `radialFamily_witness` shows that the hypotheses are satisfiable, with $V=0$ and $u=\cosh(\sqrt{-2E}\,r)$ on $[0,1]$ for $E\in[-2,-1]$. This is a mathematical check, not an atomic orbital: $u(0)=1$ would make the three-dimensional function $u/r$ singular at the origin.

```lean
import Mathlib

open Set Filter Topology intervalIntegral

namespace ExtendedNormConservation

noncomputable section

/-- Positive solutions `u(r,E)` of `u_rr = 2(V-E)u` on `[a,R]`, with `v = u_r`, for energies in
`[E₁,E₂]`: jointly continuous, with logarithmic derivative `x₀` at `a` for every energy. -/
structure RadialFamily (V : ℝ → ℝ) (u v : ℝ → ℝ → ℝ) (a R E₁ E₂ x₀ : ℝ) : Prop where
  lt_r : a < R
  lt_E : E₁ < E₂
  cont : ContinuousOn (fun p : ℝ × ℝ => u p.1 p.2) (Icc a R ×ˢ Icc E₁ E₂)
  pos : ∀ r ∈ Icc a R, ∀ E ∈ Icc E₁ E₂, 0 < u r E
  deriv_u : ∀ r ∈ Icc a R, ∀ E ∈ Icc E₁ E₂,
    HasDerivWithinAt (fun s => u s E) (v r E) (Icc a R) r
  deriv_v : ∀ r ∈ Icc a R, ∀ E ∈ Icc E₁ E₂,
    HasDerivWithinAt (fun s => v s E) (2 * (V r - E) * u r E) (Icc a R) r
  start : ∀ E ∈ Icc E₁ E₂, v a E / u a E = x₀

/-- The logarithmic derivative `x(r,E) = u_r/u`, for `u(r,E) ≠ 0`. -/
def logDer (u v : ℝ → ℝ → ℝ) (r E : ℝ) : ℝ := v r E / u r E

/-- The norm expression `-2 ∫ₐʳ u² / u(r)²`, for `u(r,E) ≠ 0`. -/
def energySlope (u : ℝ → ℝ → ℝ) (a r E : ℝ) : ℝ :=
  -2 * (∫ s in a..r, u s E ^ 2) / u r E ^ 2

variable {V : ℝ → ℝ} {u v : ℝ → ℝ → ℝ} {a R E₁ E₂ x₀ r E E' : ℝ}

/-- A continuous radial derivative on `[a,R]` integrates from `a` to `r` to the difference
of the end values. -/
theorem integral_radial {f f' : ℝ → ℝ} (hr : r ∈ Icc a R)
    (hf : ∀ s ∈ Icc a R, HasDerivWithinAt f (f' s) (Icc a R) s)
    (hc : ContinuousOn f' (Icc a R)) : ∫ s in a..r, f' s = f r - f a := by
  have hsub : Icc a r ⊆ Icc a R := Icc_subset_Icc_right hr.2
  exact intervalIntegral.integral_eq_sub_of_hasDerivAt_of_le hr.1
    (fun s hs => (hf s (hsub hs)).continuousWithinAt.mono hsub)
    (fun s hs => (hf s ⟨hs.1.le, hs.2.le.trans hr.2⟩).hasDerivAt
      (Icc_mem_nhds hs.1 (hs.2.trans_le hr.2)))
    ((hc.mono hsub).intervalIntegrable_of_Icc hr.1)

/-- If `f(e) - f(E) = (e-E) q(e)` near `E` with `q` continuous at `E`, then `f'(E) = q(E)`. -/
theorem hasDerivAt_of_factor {f q : ℝ → ℝ} (hq : ContinuousAt q E)
    (hf : ∀ᶠ e in 𝓝 E, f e - f E = (e - E) * q e) : HasDerivAt f (q E) E := by
  refine hasDerivAt_iff_tendsto_slope.2
    ((hq.tendsto.mono_left nhdsWithin_le_nhds).congr' ?_)
  filter_upwards [self_mem_nhdsWithin, nhdsWithin_le_nhds hf] with e he h
  rw [slope_def_field, h, mul_div_cancel_left₀ _ (sub_ne_zero.2 he)]

/-- The family `u` extends from its rectangle to a positive continuous function of all `(r,E)`,
with the same overlap integrals inside the rectangle. -/
theorem RadialFamily.exists_extension (h : RadialFamily V u v a R E₁ E₂ x₀) :
    ∃ G : ℝ → ℝ → ℝ, Continuous (fun p : ℝ × ℝ => G p.1 p.2) ∧ (∀ r E, 0 < G r E) ∧
      (∀ r ∈ Icc a R, ∀ E ∈ Icc E₁ E₂, G r E = u r E) ∧
      ∀ r ∈ Icc a R, ∀ E ∈ Icc E₁ E₂, ∀ E' ∈ Icc E₁ E₂,
        ∫ s in a..r, G s E * G s E' = ∫ s in a..r, u s E * u s E' := by
  have hc : ∀ {x y : ℝ}, x < y → ∀ t, max x (min y t) ∈ Icc x y :=
    fun hxy t => ⟨le_max_left _ _, max_le hxy.le (min_le_left _ _)⟩
  have hcl : Continuous fun p : ℝ × ℝ => (max a (min R p.1), max E₁ (min E₂ p.2)) := by
    fun_prop
  have heq : ∀ r ∈ Icc a R, ∀ E ∈ Icc E₁ E₂,
      u (max a (min R r)) (max E₁ (min E₂ E)) = u r E := by
    intro r hr E hE
    rw [min_eq_right hr.2, max_eq_right hr.1, min_eq_right hE.2, max_eq_right hE.1]
  refine ⟨fun r E => u (max a (min R r)) (max E₁ (min E₂ E)),
    h.cont.comp_continuous hcl fun p => ⟨hc h.lt_r _, hc h.lt_E _⟩,
    fun r E => h.pos _ (hc h.lt_r r) _ (hc h.lt_E E), heq, ?_⟩
  intro r hr E hE E' hE'
  refine intervalIntegral.integral_congr fun s hs => ?_
  rw [uIcc_of_le hr.1] at hs
  have hs' : s ∈ Icc a R := ⟨hs.1, hs.2.trans hr.2⟩
  simp only [heq s hs' E hE, heq s hs' E' hE']

/-- The Wronskian of the solutions at two energies is `-2(E'-E)` times their overlap
on `[a,r]`. -/
theorem RadialFamily.wronskian (h : RadialFamily V u v a R E₁ E₂ x₀) (hr : r ∈ Icc a R)
    (hE : E ∈ Icc E₁ E₂) (hE' : E' ∈ Icc E₁ E₂) :
    u r E * v r E' - v r E * u r E' = -2 * (E' - E) * ∫ s in a..r, u s E * u s E' := by
  have hW : ∀ s ∈ Icc a R, HasDerivWithinAt (fun t => u t E * v t E' - v t E * u t E')
      (-2 * (E' - E) * (u s E * u s E')) (Icc a R) s := fun s hs =>
    (((h.deriv_u s hs E hE).mul (h.deriv_v s hs E' hE')).sub
      ((h.deriv_v s hs E hE).mul (h.deriv_u s hs E' hE'))).congr_deriv (by ring)
  have hu : ∀ e ∈ Icc E₁ E₂, ContinuousOn (fun s => u s e) (Icc a R) :=
    fun e he s hs => (h.deriv_u s hs e he).continuousWithinAt
  have ha : ∀ e ∈ Icc E₁ E₂, v a e = x₀ * u a e := fun e he =>
    (div_eq_iff (h.pos a (left_mem_Icc.2 h.lt_r.le) e he).ne').1 (h.start e he)
  rw [← intervalIntegral.integral_const_mul, integral_radial hr hW
    (continuousOn_const.mul ((hu E hE).mul (hu E' hE'))), ha E hE, ha E' hE']
  ring

/-- Norm conservation: inside the energy window, `x_E(r) = -2 ∫ₐʳ u² / u(r)²`. -/
theorem RadialFamily.hasDerivAt_logDer (h : RadialFamily V u v a R E₁ E₂ x₀)
    (hr : r ∈ Icc a R) (hE : E ∈ Ioo E₁ E₂) :
    HasDerivAt (fun e => logDer u v r e) (energySlope u a r E) E := by
  obtain ⟨G, hG, hpos, hGu, hov⟩ := h.exists_extension
  have hE0 := Ioo_subset_Icc_self hE
  have hI : Continuous fun e => ∫ s in a..r, G s E * G s e :=
    continuous_parametric_intervalIntegral_of_continuous' (f := fun e s => G s E * G s e)
      ((hG.comp (by fun_prop : Continuous fun p : ℝ × ℝ => (p.2, E))).mul
        (hG.comp (by fun_prop : Continuous fun p : ℝ × ℝ => (p.2, p.1)))) a r
  have hGr : Continuous fun e => G r e :=
    hG.comp (by fun_prop : Continuous fun e : ℝ => (r, e))
  have hq : Continuous fun e => -2 * (∫ s in a..r, G s E * G s e) / (G r E * G r e) :=
    (continuous_const.mul hI).div (continuous_const.mul hGr)
      fun e => (mul_pos (hpos r E) (hpos r e)).ne'
  refine (hasDerivAt_of_factor hq.continuousAt ?_).congr_deriv ?_
  · filter_upwards [Ioo_mem_nhds hE.1 hE.2] with e he
    have he0 := Ioo_subset_Icc_self he
    have hW := h.wronskian hr hE0 he0
    change v r e / u r e - v r E / u r E = _
    rw [hov r hr E hE0 e he0, hGu r hr E hE0, hGu r hr e he0,
      div_sub_div _ _ (h.pos r hr e he0).ne' (h.pos r hr E hE0).ne', ← mul_div_assoc,
      mul_comm (u r e) (u r E)]
    congr 1
    linear_combination hW
  · rw [hov r hr E hE0 E hE0, hGu r hr E hE0]
    simp only [energySlope, pow_two]

/-- Inside the energy window, the energy derivative of `-2 ∫ₐʳ u² / u(r)²` is
`-(2/u(r)²) ∫ₐʳ u² x_E²`, where `x_E` is that same expression at the inner radii. -/
theorem RadialFamily.hasDerivAt_energySlope (h : RadialFamily V u v a R E₁ E₂ x₀)
    (hr : r ∈ Icc a R) (hE : E ∈ Ioo E₁ E₂) :
    HasDerivAt (fun e => energySlope u a r e)
      (-(2 / u r E ^ 2) * ∫ s in a..r, u s E ^ 2 * energySlope u a s E ^ 2) E := by
  obtain ⟨G, hG, hpos, hGu, hov⟩ := h.exists_extension
  have hE0 := Ioo_subset_Icc_self hE
  obtain ⟨I, hI⟩ : ∃ I : ℝ → ℝ → ℝ → ℝ, ∀ e e' s, I e e' s = ∫ t in a..s, G t e * G t e' :=
    ⟨_, fun _ _ _ => rfl⟩
  obtain ⟨K, hK⟩ : ∃ K : ℝ → ℝ → ℝ, ∀ e s,
      K e s = -8 * I E E s * I E e s * G s e / G s E ^ 3 := ⟨_, fun _ _ => rfl⟩
  have hGc : ∀ e, Continuous fun s => G s e := fun e =>
    hG.comp (by fun_prop : Continuous fun s : ℝ => (s, e))
  have hIc : Continuous fun p : ℝ × ℝ => I E p.1 p.2 := by
    simp only [hI]
    exact continuous_parametric_intervalIntegral_of_continuous
      (f := fun (p : ℝ × ℝ) t => G t E * G t p.1)
      ((hG.comp (by fun_prop : Continuous fun q : (ℝ × ℝ) × ℝ => (q.2, E))).mul
        (hG.comp (by fun_prop : Continuous fun q : (ℝ × ℝ) × ℝ => (q.2, q.1.1))))
      continuous_snd
  have hKc : Continuous fun p : ℝ × ℝ => K p.1 p.2 := by
    simp only [hK]
    exact (((continuous_const.mul
      (hIc.comp (by fun_prop : Continuous fun p : ℝ × ℝ => (E, p.2)))).mul hIc).mul
      (hG.comp (by fun_prop : Continuous fun p : ℝ × ℝ => (p.2, p.1)))).div
      (((hGc E).comp continuous_snd).pow 3) fun p => pow_ne_zero 3 (hpos p.2 E).ne'
  have hN : ∀ e s, HasDerivAt (I e e) (G s e * G s e) s := fun e s => by
    rw [funext (hI e e)]
    exact (((hGc e).mul (hGc e)).integral_hasStrictDerivAt a s).hasDerivAt
  have hS : ∀ s ∈ Icc a R, ∀ e ∈ Icc E₁ E₂,
      energySlope u a s e = -2 * I e e s / u s e ^ 2 := fun s hs e he => by
    rw [hI, hov s hs e he e he]
    simp only [energySlope, pow_two]
  have hq : Continuous fun e => (∫ s in a..r, K e s) / G r e ^ 2 :=
    (continuous_parametric_intervalIntegral_of_continuous' (f := K) hKc a r).div
      ((hG.comp (by fun_prop : Continuous fun e : ℝ => (r, e))).pow 2)
      fun e => pow_ne_zero 2 (hpos r e).ne'
  refine (hasDerivAt_of_factor hq.continuousAt ?_).congr_deriv ?_
  · filter_upwards [Ioo_mem_nhds hE.1 hE.2] with e he'
    have he := Ioo_subset_Icc_self he'
    -- radial equation for u(r,e)² times the difference of the two slopes
    have hF : ∀ s ∈ Icc a R, HasDerivWithinAt
        (fun t => -2 * I e e t + 2 * (I E E t * (u t e / u t E * (u t e / u t E))))
        ((e - E) * K e s) (Icc a R) s := by
      intro s hs
      have hne := (h.pos s hs E hE0).ne'
      have hW := h.wronskian hs hE0 he
      rw [← hov s hs E hE0 e he, ← hI] at hW
      have hρ : HasDerivWithinAt (fun t => u t e / u t E)
          (-2 * (e - E) * I E e s / u s E ^ 2) (Icc a R) s :=
        ((h.deriv_u s hs e he).div (h.deriv_u s hs E hE0) hne).congr_deriv (by
          congr 1
          linear_combination hW)
      refine (((hN e s).hasDerivWithinAt.const_mul (-2)).add
        (((hN E s).hasDerivWithinAt.mul (hρ.mul hρ)).const_mul 2)).congr_deriv ?_
      simp only [Pi.mul_apply, hK, hGu s hs e he, hGu s hs E hE0]
      field_simp
      ring
    have h0 : ∀ e, I e e a = 0 := fun e => by rw [hI, intervalIntegral.integral_same]
    have hint : (e - E) * ∫ s in a..r, K e s =
        -2 * I e e r + 2 * (I E E r * (u r e / u r E * (u r e / u r E))) := by
      rw [← intervalIntegral.integral_const_mul, integral_radial hr hF (continuous_const.mul
        (hKc.comp (by fun_prop : Continuous fun s : ℝ => (e, s)))).continuousOn, h0, h0]
      ring
    have h1 := (h.pos r hr e he).ne'
    have h2 := (h.pos r hr E hE0).ne'
    rw [hS r hr e he, hS r hr E hE0, ← mul_div_assoc, hint, hGu r hr e he]
    field_simp
    ring
  · have hKE : ∫ s in a..r, K E s =
        ∫ s in a..r, -2 * (u s E ^ 2 * energySlope u a s E ^ 2) := by
      refine intervalIntegral.integral_congr fun s hs => ?_
      rw [uIcc_of_le hr.1] at hs
      have hs' : s ∈ Icc a R := ⟨hs.1, hs.2.trans hr.2⟩
      have hne := (h.pos s hs' E hE0).ne'
      simp only [hK, hS s hs' E hE0, hGu s hs' E hE0]
      field_simp
      ring
    rw [hKE, intervalIntegral.integral_const_mul, hGu r hr E hE0]
    ring

/-- Extended norm conservation: inside the energy window, `x_E(R) = -2 ∫ u² / u(R)²` and
`x_EE(R) = -(2/u(R)²) ∫ u² x_E²`, with integrals over `[a,R]`. -/
theorem RadialFamily.extended_norm_conservation (h : RadialFamily V u v a R E₁ E₂ x₀)
    (hE : E ∈ Ioo E₁ E₂) :
    HasDerivAt (fun e => logDer u v R e) (energySlope u a R E) E ∧
    HasDerivAt (deriv fun e => logDer u v R e)
      (-(2 / u R E ^ 2) * ∫ s in a..R, u s E ^ 2 * energySlope u a s E ^ 2) E := by
  have hR : R ∈ Icc a R := right_mem_Icc.2 h.lt_r.le
  refine ⟨h.hasDerivAt_logDer hR hE,
    (h.hasDerivAt_energySlope hR hE).congr_of_eventuallyEq ?_⟩
  filter_upwards [Ioo_mem_nhds hE.1 hE.2] with e he
  exact (h.hasDerivAt_logDer hR he).deriv

/-- The logarithmic derivative at `R` is strictly decreasing and strictly concave in the energy
inside the window. -/
theorem RadialFamily.strictAnti_strictConcave (h : RadialFamily V u v a R E₁ E₂ x₀) :
    StrictAntiOn (fun e => logDer u v R e) (Ioo E₁ E₂) ∧
    StrictConcaveOn ℝ (Ioo E₁ E₂) (fun e => logDer u v R e) := by
  have hcont : ContinuousOn (fun e => logDer u v R e) (Ioo E₁ E₂) := fun e he =>
    (h.extended_norm_conservation he).1.continuousAt.continuousWithinAt
  have hu : ∀ e ∈ Ioo E₁ E₂, ContinuousOn (fun s => u s e ^ 2) (Icc a R) := fun e he s hs =>
    (h.deriv_u s hs e (Ioo_subset_Icc_self he)).continuousWithinAt.pow 2
  have hp : ∀ e ∈ Ioo E₁ E₂, ∀ s ∈ Icc a R, 0 < u s e ^ 2 := fun e he s hs =>
    pow_pos (h.pos s hs e (Ioo_subset_Icc_self he)) 2
  have hneg : ∀ e ∈ Ioo E₁ E₂, ∀ s ∈ Ioc a R, energySlope u a s e < 0 := by
    intro e he s hs
    have hi : 0 < ∫ t in a..s, u t e ^ 2 := intervalIntegral.intervalIntegral_pos_of_pos_on
      (((hu e he).mono (Icc_subset_Icc_right hs.2)).intervalIntegrable_of_Icc hs.1.le)
      (fun t ht => hp e he t ⟨ht.1.le, ht.2.le.trans hs.2⟩) hs.1
    exact div_neg_of_neg_of_pos (by linarith) (hp e he s ⟨hs.1.le, hs.2⟩)
  constructor
  · refine strictAntiOn_of_deriv_neg (convex_Ioo _ _) hcont fun e he => ?_
    rw [interior_Ioo] at he
    rw [(h.extended_norm_conservation he).1.deriv]
    exact hneg e he R ⟨h.lt_r, le_rfl⟩
  · refine strictConcaveOn_of_deriv2_neg' (convex_Ioo _ _) hcont fun e he => ?_
    change deriv (deriv fun e => logDer u v R e) e < 0
    rw [(h.extended_norm_conservation he).2.deriv]
    have hprim : ContinuousOn (fun s => ∫ t in a..s, u t e ^ 2) (Icc a R) := by
      have hi := intervalIntegral.continuousOn_primitive_interval (a := a) (b := R)
        (f := fun t => u t e ^ 2) (μ := MeasureTheory.volume)
        (by rw [uIcc_of_le h.lt_r.le]; exact (hu e he).integrableOn_Icc)
      rwa [uIcc_of_le h.lt_r.le] at hi
    have hs : ContinuousOn (fun s => energySlope u a s e) (Icc a R) :=
      (continuousOn_const.mul hprim).div (hu e he) fun s hs => (hp e he s hs).ne'
    have hi : 0 < ∫ s in a..R, u s e ^ 2 * energySlope u a s e ^ 2 :=
      intervalIntegral.intervalIntegral_pos_of_pos_on
        (((hu e he).mul (hs.pow 2)).intervalIntegrable_of_Icc h.lt_r.le)
        (fun s hs => mul_pos (hp e he s ⟨hs.1.le, hs.2.le⟩)
          (sq_pos_of_neg (hneg e he s ⟨hs.1, hs.2.le⟩))) h.lt_r
    exact mul_neg_of_neg_of_pos
      (neg_neg_of_pos (div_pos two_pos (hp e he R (right_mem_Icc.2 h.lt_r.le)))) hi

/-- At an energy inside their common window, two families with equal amplitude at `R` have the same
second energy derivative of the logarithmic derivative at `R` exactly when their integrals
`∫ u² x_E²` agree. -/
theorem curvature_match_iff {V' : ℝ → ℝ} {w z : ℝ → ℝ → ℝ} {b y₀ : ℝ}
    (h : RadialFamily V u v a R E₁ E₂ x₀) (h' : RadialFamily V' w z b R E₁ E₂ y₀)
    (hE : E ∈ Ioo E₁ E₂) (hR : u R E = w R E) :
    deriv (deriv fun e => logDer u v R e) E = deriv (deriv fun e => logDer w z R e) E ↔
    ∫ s in a..R, u s E ^ 2 * energySlope u a s E ^ 2 =
      ∫ s in b..R, w s E ^ 2 * energySlope w b s E ^ 2 := by
  rw [(h.extended_norm_conservation hE).2.deriv,
    (h'.extended_norm_conservation hE).2.deriv, hR]
  have hw := h'.pos R (right_mem_Icc.2 h'.lt_r.le) E (Ioo_subset_Icc_self hE)
  exact mul_right_inj' (neg_ne_zero.2 (div_ne_zero two_ne_zero (pow_ne_zero 2 hw.ne')))

/-- The free solutions `cosh(√(-2E) r)` on `[0,1]` with energies in `[-2,-1]` form such a family,
with zero logarithmic derivative at the origin. -/
theorem radialFamily_witness :
    RadialFamily (fun _ => 0) (fun r E => Real.cosh (√(-2 * E) * r))
      (fun r E => √(-2 * E) * Real.sinh (√(-2 * E) * r)) 0 1 (-2) (-1) 0 := by
  have hl : ∀ k r : ℝ, HasDerivAt (fun s => k * s) k r := fun k r => by
    simpa using (hasDerivAt_id' r).const_mul k
  refine ⟨by norm_num, by norm_num, ?_, fun r _ E _ => Real.cosh_pos _, ?_, ?_, ?_⟩
  · exact (Real.continuous_cosh.comp (by fun_prop :
      Continuous fun p : ℝ × ℝ => √(-2 * p.2) * p.1)).continuousOn
  · intro r _ E _
    exact ((hl _ r).cosh.congr_deriv (mul_comm _ _)).hasDerivWithinAt
  · intro r _ E hE
    have hk : √(-2 * E) * √(-2 * E) = -2 * E := Real.mul_self_sqrt (by linarith [hE.2])
    refine (((hl _ r).sinh.const_mul _).congr_deriv ?_).hasDerivWithinAt
    linear_combination Real.cosh (√(-2 * E) * r) * hk
  · intro E _
    simp

end

end ExtendedNormConservation
```

```lean
#print axioms ExtendedNormConservation.RadialFamily.extended_norm_conservation
#print axioms ExtendedNormConservation.RadialFamily.strictAnti_strictConcave
#print axioms ExtendedNormConservation.curvature_match_iff
```

```
'ExtendedNormConservation.RadialFamily.extended_norm_conservation' depends on axioms: [propext, Classical.choice, Quot.sound]
'ExtendedNormConservation.RadialFamily.strictAnti_strictConcave' depends on axioms: [propext, Classical.choice, Quot.sound]
'ExtendedNormConservation.curvature_match_iff' depends on axioms: [propext, Classical.choice, Quot.sound]
```
